# Larger hard spheres in one dimension: a higher first pole and a smaller low-energy slope shift

Two hard spheres on a line leave a gap of length L > 0 between their surfaces. A wave in the gap must equal one at the left surface, x = 0, and vanish at the right surface, x = L. In units with ħ²/2m = 1 it obeys −u″ = Eu. At zero energy it is the straight line u₀ = 1 − x/L, with slope −1/L. For a small energy write u ≈ u₀ + E u₁. Then −u₁″ = u₀ with u₁(0) = u₁(L) = 0, so

u₁(x) = (L/3)x − x²/2 + x³/(6L).

The slope at the left sphere has moved by about E·L/3. A shorter gap gives a smaller shift.

Such waves are the one-dimensional analogue of the screened waves used in muffin-tin orbital methods, where a weak energy dependence of the slopes favours expansion in energy. The model here has one gap and no overlap of the spheres. The step to a three-dimensional array, where the slope becomes a matrix over sites and angular momenta, is not supplied by the hypotheses below.

## The slope at every positive energy

Let E = k² with k > 0. Fix a point y in the gap and set

W(x) = k u(x) cos(k(y − x)) + u′(x) sin(k(y − x)).

In the derivative the two terms k u′ cos(k(y − x)) cancel, which leaves

W′(x) = (k² u(x) + u″(x)) sin(k(y − x)) = 0.

Equating W(y) and W(0), and using u(0) = 1, gives

k u(y) = k cos(ky) + u′(0) sin(ky).

At y = L the left side is zero. If sin(kL) were zero, cos(kL) would be zero too, which is impossible. Hence sin(kL) ≠ 0 and

u′(0) = −k cot(kL).

Conversely, if sin(kL) ≠ 0, then u(x) = sin(k(L − x))/sin(kL) satisfies the equation and both boundary conditions. Any other solution has the same slope at zero, so the formula for k u(y) makes it equal throughout the gap. A solution therefore exists and is unique exactly when sin(kL) ≠ 0. The first positive energy without one is (π/L)². The slope −k cot(kL) diverges there, so this energy is called the first pole.

## The shift and the sphere radius

With g(x) = 1/x − cot x, the shift from the zero-energy slope is

u′(0) + 1/L = k g(kL).

On (0, π), g is positive because x cos x < sin x: for x < π/2 this is x < tan x, and for x ≥ π/2 the left side is not positive. It is strictly increasing because

g′(x) = −1/x² + 1/sin²x > 0,

by 0 < sin x < x. Near zero,

sin x − x cos x = (x − x³/6) − (x − x³/2) + O(x⁴) = x³/3 + O(x⁴),

g(x)/x = [(sin x − x cos x)/x³] · [x/sin x] → 1/3.

With x = kL, dividing the shift by E = k² gives L g(x)/x, which tends to L/3.

Now let the centres be d apart and the radius be a, so that L = d − 2a. A larger radius b gives a smaller argument of g at the same k. If 2b < d and k(d − 2a) < π, both arguments lie in (0, π), and the larger spheres have the smaller positive shift. Their first pole is higher because π/L grows as L shrinks.

## Waves and poles in Lean

```lean
import Mathlib

open Real Set Filter Topology

namespace HardSphereGap
```

The structure below carries the boundary-value problem. The function `v` is the slope u′, and the second-order equation becomes u′ = v, v′ = −Eu. Derivatives are taken within the closed interval `Icc 0 L`, hence one-sided at the surfaces, and nothing is assumed about the functions inside the spheres.

```lean
/-- A screened wave at energy `E` in the gap `[0, L]`: `u` has slope `v`, obeys `-u'' = E u`,
equals one at the left sphere and vanishes at the right sphere. -/
structure ScreenedWave (E L : ℝ) (u v : ℝ → ℝ) : Prop where
  slope : ∀ x ∈ Icc 0 L, HasDerivWithinAt u (v x) (Icc 0 L) x
  schrodinger : ∀ x ∈ Icc 0 L, HasDerivWithinAt v (-(E * u x)) (Icc 0 L) x
  left : u 0 = 1
  right : u L = 0
```

A pole usually means an energy at which the slope diverges. Here `poles` is defined by the absence of a wave. For positive energies the two descriptions agree, since −k cot(kL) diverges where sin(kL) = 0.

```lean
/-- The poles of the gap: the positive energies at which no screened wave exists. -/
def poles (L : ℝ) : Set ℝ := {E | 0 < E ∧ ¬ ∃ u v, ScreenedWave E L u v}
```

## Propagation across the gap

The conserved combination W appears as `hW`, with derivative zero at every point of the gap. The product rule supplies the derivative and `ring` performs the cancellation. A function with zero derivative on an interval is constant, and comparing its values at `y` and 0 gives the formula.

```lean
/-- For `L > 0` and every `y` in the gap `[0, L]`, a screened wave of energy `k²` satisfies
`k u(y) = k cos(ky) + u'(0) sin(ky)`. -/
theorem propagation {k L : ℝ} (hL : 0 < L) {u v : ℝ → ℝ}
    (h : ScreenedWave (k ^ 2) L u v) {y : ℝ} (hy : y ∈ Icc 0 L) :
    k * u y = k * cos (k * y) + v 0 * sin (k * y) := by
  -- this combination of value and slope is conserved across the gap
  have hW : ∀ x ∈ Icc 0 L, HasDerivWithinAt
      (fun x => k * u x * cos (k * (y - x)) + v x * sin (k * (y - x))) 0 (Icc 0 L) x := by
    intro x hx
    have hin : HasDerivAt (fun x => k * (y - x)) (-k) x := by
      simpa using ((hasDerivAt_id' x).const_sub y).const_mul k
    refine ((((h.slope x hx).const_mul k).mul hin.cos.hasDerivWithinAt).add
      ((h.schrodinger x hx).mul hin.sin.hasDerivWithinAt)).congr_deriv ?_
    ring
  have hc := constant_of_derivWithin_zero
    (fun x hx => (hW x hx).differentiableWithinAt)
    (fun x hx => (hW x (Ico_subset_Icc_self hx)).derivWithin
      (uniqueDiffOn_Icc hL x (Ico_subset_Icc_self hx))) y hy
  simpa [h.left] using hc
```

Setting `y = L` yields both conclusions of the next theorem. The inner argument excludes a vanishing sine through sin² + cos² = 1; the last lines solve the linear equation for `v 0`.

```lean
/-- If a screened wave of energy `k²` exists, with `k, L > 0`, then `sin(kL)` is nonzero and
the slope at the left sphere is `-k cot(kL)`. -/
theorem slope_at_sphere {k L : ℝ} (hk : 0 < k) (hL : 0 < L) {u v : ℝ → ℝ}
    (h : ScreenedWave (k ^ 2) L u v) :
    sin (k * L) ≠ 0 ∧ v 0 = -(k * (cos (k * L) / sin (k * L))) := by
  have e := propagation hL h (right_mem_Icc.mpr hL.le)
  rw [h.right, mul_zero] at e
  have hs : sin (k * L) ≠ 0 := by
    intro hs
    rw [hs, mul_zero, add_zero] at e
    have hc : cos (k * L) = 0 := (mul_eq_zero.mp e.symm).resolve_left hk.ne'
    have h1 := sin_sq_add_cos_sq (k * L)
    rw [hs, hc] at h1
    norm_num at h1
  refine ⟨hs, ?_⟩
  rw [← mul_div_assoc, ← neg_div, eq_div_iff hs]
  linarith
```

The explicit wave is checked by differentiation. Its second function is the slope −k cos(k(L − x))/sin(kL).

```lean
/-- When `sin(kL)` is nonzero, `sin(k(L - x)) / sin(kL)` is a screened wave of energy `k²`. -/
theorem explicit_wave {k L : ℝ} (hs : sin (k * L) ≠ 0) :
    ScreenedWave (k ^ 2) L (fun x => sin (k * (L - x)) / sin (k * L))
      (fun x => -(k * cos (k * (L - x)) / sin (k * L))) := by
  have hin : ∀ x, HasDerivAt (fun x => k * (L - x)) (-k) x := fun x => by
    simpa using ((hasDerivAt_id' x).const_sub L).const_mul k
  refine ⟨fun x _ => ?_, fun x _ => ?_, by simp [hs], by simp⟩
  · refine (((hin x).sin.div_const (sin (k * L))).congr_deriv ?_).hasDerivWithinAt
    ring
  · refine ((((hin x).cos.const_mul k).div_const
      (sin (k * L))).fun_neg.congr_deriv ?_).hasDerivWithinAt
    ring
```

In the following statement `u'` and `v'` name a second wave and its slope, not derivatives. Two waves have the same `v 0` by `slope_at_sphere`, and `propagation` then makes them agree at each point.

Uniqueness is expressed by `EqOn u' u (Icc 0 L)`. Requiring equality on the whole real line would make the equivalence false: a wave can be altered outside the gap and still satisfy `ScreenedWave`.

```lean
/-- For `k, L > 0`, a screened wave of energy `k²` exists and is unique on the gap
if and only if `sin(kL)` is nonzero. -/
theorem exists_unique_iff {k L : ℝ} (hk : 0 < k) (hL : 0 < L) :
    (∃ u v, ScreenedWave (k ^ 2) L u v ∧
      ∀ u' v', ScreenedWave (k ^ 2) L u' v' → EqOn u' u (Icc 0 L)) ↔ sin (k * L) ≠ 0 := by
  constructor
  · rintro ⟨u, v, h, _⟩
    exact (slope_at_sphere hk hL h).1
  · intro hs
    have w := explicit_wave hs
    refine ⟨_, _, w, fun u' v' h' y hy => ?_⟩
    -- both waves start with the same value and the same slope
    have ev := (slope_at_sphere hk hL h').2.trans (slope_at_sphere hk hL w).2.symm
    apply mul_left_cancel₀ hk.ne'
    rw [propagation hL h' hy, ev]
    exact (propagation hL w hy).symm
```

`IsLeast` says that (π/L)² is a pole and that no pole lies below it. At k = π/L the sine vanishes, so no wave exists. For a smaller positive energy E, √E·L lies in (0, π), the sine is positive, and `explicit_wave` contradicts the assumption that E is a pole.

```lean
/-- The first pole of a gap `L > 0` lies at the energy `(π/L)²`. -/
theorem first_pole {L : ℝ} (hL : 0 < L) : IsLeast (poles L) ((π / L) ^ 2) := by
  have hp : 0 < π / L := div_pos pi_pos hL
  refine ⟨⟨pow_pos hp 2, ?_⟩, fun E hE => ?_⟩
  · rintro ⟨u, v, h⟩
    exact (slope_at_sphere hp hL h).1 (by rw [div_mul_cancel₀ _ hL.ne', sin_pi])
  · by_contra hlt
    have hk : √E < π / L := (Real.sqrt_lt' hp).mpr (not_le.mp hlt)
    have hs := sin_pos_of_pos_of_lt_pi (mul_pos (Real.sqrt_pos.mpr hE.1) hL)
      ((lt_div_iff₀ hL).mp hk)
    have w := explicit_wave hs.ne'
    rw [Real.sq_sqrt hE.1.le] at w
    exact hE.2 ⟨_, _, w⟩
```

## The function 1/x − cot x

Lean writes cot x as `cos x / sin x`. The case split at π/2 proves positivity, and the derivative computed in `hd` proves monotonicity, as above.

```lean
/-- The function `1/x - cot x` is positive and strictly increasing for `0 < x < π`. -/
theorem inv_sub_cot_pos_strictMono :
    (∀ x ∈ Ioo 0 π, 0 < x⁻¹ - cos x / sin x) ∧
      StrictMonoOn (fun x : ℝ => x⁻¹ - cos x / sin x) (Ioo 0 π) := by
  constructor
  · intro x hx
    have hs := sin_pos_of_pos_of_lt_pi hx.1 hx.2
    have key : x * cos x < sin x := by
      by_cases h : x < π / 2
      · have ht := Real.lt_tan hx.1 h
        rwa [tan_eq_sin_div_cos,
          lt_div_iff₀ (cos_pos_of_mem_Ioo ⟨by linarith [hx.1, pi_pos], h⟩)] at ht
      · have hc : cos x ≤ 0 := cos_nonpos_of_pi_div_two_le_of_le (not_lt.mp h)
          (by linarith [hx.2, pi_pos])
        nlinarith [hx.1]
    rw [sub_pos, ← one_div, div_lt_div_iff₀ hs hx.1]
    linarith
  · have hd : ∀ x ∈ Ioo 0 π, HasDerivAt (fun x : ℝ => x⁻¹ - cos x / sin x)
        (-(x ^ 2)⁻¹ + 1 / sin x ^ 2) x := by
      intro x hx
      have hs := (sin_pos_of_pos_of_lt_pi hx.1 hx.2).ne'
      refine ((hasDerivAt_inv hx.1.ne').fun_sub
        ((hasDerivAt_cos x).fun_div (hasDerivAt_sin x) hs)).congr_deriv ?_
      rw [show -sin x * sin x - cos x * cos x = -1 by
        linear_combination -(sin_sq_add_cos_sq x)]
      ring
    refine strictMonoOn_of_deriv_pos (convex_Ioo 0 π)
      (fun x hx => (hd x hx).continuousAt.continuousWithinAt) fun x hx => ?_
    rw [interior_Ioo] at hx
    rw [(hd x hx).deriv]
    -- the derivative is positive because sin x < x
    have hs := sin_pos_of_pos_of_lt_pi hx.1 hx.2
    have hlt : 1 / x ^ 2 < 1 / sin x ^ 2 :=
      one_div_lt_one_div_of_lt (pow_pos hs 2) (by nlinarith [sin_lt hx.1])
    rw [one_div] at hlt
    linarith
```

For the limit, `h1` treats (sin x − x cos x)/x³. The Taylor bounds for sine and cosine show that it differs from 1/3 by at most x when 0 < x < 1. Dividing by sin x/x, which is `Real.sinc` and tends to one, gives the stated ratio.

```lean
/-- As `x` tends to zero from above, `(1/x - cot x)/x` tends to `1/3`. -/
theorem inv_sub_cot_limit :
    Tendsto (fun x : ℝ => (x⁻¹ - cos x / sin x) / x) (𝓝[>] 0) (𝓝 (1 / 3)) := by
  have hid : Tendsto (fun x : ℝ => x) (𝓝[>] 0) (𝓝 0) :=
    tendsto_id.mono_left nhdsWithin_le_nhds
  have h1 : Tendsto (fun x : ℝ => (sin x - x * cos x) / x ^ 3) (𝓝[>] 0) (𝓝 (1 / 3)) := by
    rw [tendsto_iff_norm_sub_tendsto_zero]
    refine squeeze_zero' (Eventually.of_forall fun x => norm_nonneg _) ?_ hid
    filter_upwards [Ioo_mem_nhdsGT (zero_lt_one' ℝ)] with x hx
    have h0 : 0 < x := hx.1
    have hx1 : |x| ≤ 1 := by rw [abs_of_pos h0]; exact hx.2.le
    -- Taylor bounds for sine and cosine
    have hs := abs_le.mp (Real.sin_bound hx1)
    have hc := abs_le.mp (Real.cos_bound hx1)
    rw [abs_of_pos h0] at hs hc
    have e : x ^ 3 / 3 / x ^ 3 = 1 / 3 := by field_simp
    rw [← e, ← sub_div, Real.norm_eq_abs, abs_div, abs_of_pos (pow_pos h0 3),
      div_le_iff₀ (pow_pos h0 3), abs_le]
    have h4 := pow_pos h0 4
    have h5 : x * x ^ 4 ≤ x ^ 4 := by nlinarith [hx.2]
    have c1 := mul_le_mul_of_nonneg_left hc.1 h0.le
    have c2 := mul_le_mul_of_nonneg_left hc.2 h0.le
    constructor <;> nlinarith [hs.1, hs.2]
  have h2 := (Real.continuous_sinc.tendsto 0).mono_left (nhdsWithin_le_nhds (s := Ioi 0))
  rw [Real.sinc_zero] at h2
  have h3 := h1.div h2 one_ne_zero
  rw [div_one] at h3
  refine h3.congr' ?_
  filter_upwards [Ioo_mem_nhdsGT pi_pos] with x hx
  have hx0 : x ≠ 0 := hx.1.ne'
  have hs : sin x ≠ 0 := (sin_pos_of_pos_of_lt_pi hx.1 hx.2).ne'
  change (sin x - x * cos x) / x ^ 3 / Real.sinc x = _
  rw [Real.sinc_of_ne_zero hx0]
  field_simp
```

## Low energy and larger spheres

The next theorem takes a family of waves indexed by energy: `u E` is the wave at energy `E`, and `v E 0` is its slope at the left sphere. Waves are required only for sufficiently small positive energies, where `explicit_wave` provides them. The filter `𝓝[>] 0` means that E approaches zero from above. The proof substitutes x = √E·L into the previous limit and multiplies by L.

```lean
/-- For screened waves in a gap `L > 0`, the shift of the slope at the left sphere from `-1/L`,
divided by the energy, tends to `L/3` as the energy tends to zero from above. -/
theorem low_energy_slope {L : ℝ} (hL : 0 < L) (u v : ℝ → ℝ → ℝ)
    (h : ∀ᶠ E in 𝓝[>] 0, ScreenedWave E L (u E) (v E)) :
    Tendsto (fun E => (v E 0 + 1 / L) / E) (𝓝[>] 0) (𝓝 (L / 3)) := by
  have hx : Tendsto (fun E : ℝ => √E * L) (𝓝[>] 0) (𝓝[>] 0) := by
    refine tendsto_nhdsWithin_iff.mpr ⟨?_, ?_⟩
    · have hc : Continuous (fun E : ℝ => √E * L) := by fun_prop
      have h0 := (hc.tendsto 0).mono_left (nhdsWithin_le_nhds (s := Ioi 0))
      simpa using h0
    · filter_upwards [self_mem_nhdsWithin] with E hE
      exact mul_pos (Real.sqrt_pos.mpr hE) hL
  have hlim := (inv_sub_cot_limit.comp hx).const_mul L
  rw [show L * (1 / 3) = L / 3 by ring] at hlim
  refine hlim.congr' ?_
  filter_upwards [h, self_mem_nhdsWithin] with E hw hE
  have hk : 0 < √E := Real.sqrt_pos.mpr hE
  have hE2 : √E ^ 2 = E := Real.sq_sqrt (le_of_lt hE)
  have hv := (slope_at_sphere hk hL (by rwa [hE2])).2
  have hd : v E 0 + 1 / L = √E * ((√E * L)⁻¹ - cos (√E * L) / sin (√E * L)) := by
    rw [hv, show 1 / L = √E * (√E * L)⁻¹ by field_simp]
    ring
  have key : ∀ k c : ℝ, 0 < k → L * (c / (k * L)) = k * c / k ^ 2 := by
    intro k c hk
    field_simp
  have hfin := key (√E) ((√E * L)⁻¹ - cos (√E * L) / sin (√E * L)) hk
  rw [hE2] at hfin
  rw [hd]
  exact hfin
```

To compare radii, `u` and `v` belong to radius `a`, while `w` and `z` belong to the larger radius `b`. The condition `2 * b < d` keeps the spheres apart, and `hpole` places the energy below the first pole of the smaller spheres. The local result `shift` rewrites each side as k(1/(kL) − cot(kL)), after which positivity and monotonicity of 1/x − cot x finish the proof. The radii need not be positive in Lean; the physical reading takes a > 0.

The comparison fails if `hpole` is deleted. Take k = 1, d = 7π/4, a = π/4 and b = π/2. The gaps are 5π/4 and 3π/4, and both waves exist. The shifts are 4/(5π) − 1 < 0 for the smaller spheres and 4/(3π) + 1 > 0 for the larger ones, so the order is reversed.

```lean
/-- Spheres with centres `d` apart have radius `a` or a larger radius `b`, with `2b < d`. At an
energy `k²`, `k > 0`, with `k(d - 2a) < π`, the shift of the slope from minus the inverse gap is
positive and strictly smaller for the larger spheres. -/
theorem larger_spheres_weaken {d a b k : ℝ} (hab : a < b) (hb : 2 * b < d) (hk : 0 < k)
    (hpole : k * (d - 2 * a) < π) {u v w z : ℝ → ℝ}
    (ha : ScreenedWave (k ^ 2) (d - 2 * a) u v)
    (hb' : ScreenedWave (k ^ 2) (d - 2 * b) w z) :
    0 < z 0 + 1 / (d - 2 * b) ∧ z 0 + 1 / (d - 2 * b) < v 0 + 1 / (d - 2 * a) := by
  have shift : ∀ {L : ℝ} {f g : ℝ → ℝ}, 0 < L → ScreenedWave (k ^ 2) L f g →
      g 0 + 1 / L = k * ((k * L)⁻¹ - cos (k * L) / sin (k * L)) := by
    intro L f g hL h
    rw [(slope_at_sphere hk hL h).2, show 1 / L = k * (k * L)⁻¹ by field_simp]
    ring
  have hLb : 0 < d - 2 * b := by linarith
  have hLa : 0 < d - 2 * a := by linarith
  have hlt : k * (d - 2 * b) < k * (d - 2 * a) :=
    mul_lt_mul_of_pos_left (by linarith) hk
  have mb : k * (d - 2 * b) ∈ Ioo 0 π := ⟨mul_pos hk hLb, hlt.trans hpole⟩
  have ma : k * (d - 2 * a) ∈ Ioo 0 π := ⟨mul_pos hk hLa, hpole⟩
  rw [shift hLb hb', shift hLa ha]
  exact ⟨mul_pos hk (inv_sub_cot_pos_strictMono.1 _ mb),
    mul_lt_mul_of_pos_left (inv_sub_cot_pos_strictMono.2 mb ma hlt) hk⟩
```

In the last theorem `Ea` and `Eb` are the first poles for the two radii. Since a least element is unique, `first_pole` identifies them as (π/(d − 2a))² and (π/(d − 2b))², and the shorter gap gives the larger value.

```lean
/-- For spheres with centres `d` apart, raising the radius from `a` to `b`, with `2b < d`,
strictly raises the first pole. -/
theorem larger_spheres_raise_pole {d a b Ea Eb : ℝ} (hab : a < b) (hb : 2 * b < d)
    (hEa : IsLeast (poles (d - 2 * a)) Ea) (hEb : IsLeast (poles (d - 2 * b)) Eb) :
    Ea < Eb := by
  have hLb : 0 < d - 2 * b := by linarith
  have hLa : 0 < d - 2 * a := by linarith
  rw [hEa.unique (first_pole hLa), hEb.unique (first_pole hLb)]
  have hlt : π / (d - 2 * a) < π / (d - 2 * b) :=
    div_lt_div_of_pos_left pi_pos hLb (by linarith)
  exact pow_lt_pow_left₀ hlt (div_pos pi_pos hLa).le two_ne_zero

end HardSphereGap
```

```lean
#print axioms HardSphereGap.exists_unique_iff
-- 'HardSphereGap.exists_unique_iff' depends on axioms: [propext, Classical.choice, Quot.sound]
#print axioms HardSphereGap.low_energy_slope
-- 'HardSphereGap.low_energy_slope' depends on axioms: [propext, Classical.choice, Quot.sound]
#print axioms HardSphereGap.larger_spheres_weaken
-- 'HardSphereGap.larger_spheres_weaken' depends on axioms: [propext, Classical.choice, Quot.sound]
#print axioms HardSphereGap.larger_spheres_raise_pole
-- 'HardSphereGap.larger_spheres_raise_pole' depends on axioms: [propext, Classical.choice, Quot.sound]
```
